# The saturating response tanh y lies strictly between y/(1 + y) and y for positive y

The lemma `tanh_bounds` bounds the saturating response tanh y for every real y > 0: it is strictly less than its argument y and strictly greater than y/(1 + y). The statement concerns the real function alone, with no Hamiltonian or particular physical system attached. For the lower bound, the attempt writes tanh y as sinh y / cosh y, clears the denominators, and uses y < sinh y together with cosh y − sinh y = exp(−y) < 1. For the upper bound, it shows that y − tanh y vanishes at zero and is strictly increasing on the non-negative half-line, since its derivative 1 − 1/cosh² y is positive for y > 0.

This version doesn't compile in Lean 4 with Mathlib:

```lean
import Mathlib

namespace TanhBounds

noncomputable section

/-- The derivative of `tanh` is `1 / cosh ^ 2`. -/
theorem tanh_deriv (y : ℝ) : HasDerivAt Real.tanh (1 / Real.cosh y ^ 2) y := by
  have h := (Real.hasDerivAt_sinh y).fun_div (Real.hasDerivAt_cosh y) (Real.cosh_pos y).ne'
  have e : Real.tanh = fun y => Real.sinh y / Real.cosh y :=
    funext Real.tanh_eq_sinh_div_cosh
  rw [e]
  refine h.congr_deriv ?_
  rw [show Real.cosh y * Real.cosh y - Real.sinh y * Real.sinh y = 1 by
    linear_combination Real.cosh_sq y]

/-- For positive `y`, the saturating response `tanh y` lies strictly between
`y / (1 + y)` and `y`. -/
theorem tanh_bounds {y : ℝ} (hy : 0 < y) : y / (1 + y) < Real.tanh y ∧ Real.tanh y < y := by
  constructor
  · have hs : y < Real.sinh y := Real.self_lt_sinh_iff.2 hy
    have hE : Real.cosh y - Real.sinh y < 1 := by
      rw [Real.cosh_sub_sinh]
      exact Real.exp_lt_one (by linarith)
    rw [Real.tanh_eq_sinh_div_cosh, div_lt_div_iff₀ (by linarith) (Real.cosh_pos y)]
    nlinarith [mul_pos hy (sub_pos.2 hE)]
  · -- `y - tanh y` vanishes at zero and increases
    have D : ∀ z : ℝ, HasDerivAt (fun z => z - Real.tanh z) (1 - 1 / Real.cosh z ^ 2) z :=
      fun z => (hasDerivAt_id' z).fun_sub (tanh_deriv z)
    have m : StrictMonoOn (fun z : ℝ => z - Real.tanh z) (Set.Ici 0) := by
      apply strictMonoOn_of_deriv_pos (convex_Ici 0)
      · exact fun z _ => (D z).continuousAt.continuousWithinAt
      · intro z hz
        rw [interior_Ici] at hz
        have hz' : 0 < z := hz
        have hc : 1 < Real.cosh z := Real.one_lt_cosh.2 hz'.ne'
        rw [(D z).deriv, sub_pos, div_lt_one (pow_pos (Real.cosh_pos z) 2)]
        nlinarith
    have h := m (Set.mem_Ici.2 le_rfl) (Set.mem_Ici.2 hy.le) hy
    simp only [Real.tanh_zero, sub_zero] at h
    linarith

end

end TanhBounds
```

Compiling this gives:

```
Main.lean:24:12: error(lean.unknownIdentifier): Unknown constant `Real.exp_lt_one`
```

Diagnosis. The message says that Lean knows no constant called `Real.exp_lt_one`. The failure is therefore one of naming, and the inequality being proved is sound. After the rewrite with `Real.cosh_sub_sinh`, the goal is that exp(−y) is less than 1, which is true because y is positive, but the proof cites a lemma that does not exist under that name in the Mathlib being used.

The repair cites `Real.exp_lt_one_iff` instead, which states that the exponential of a real number is less than 1 exactly when that number is negative. As this is an equivalence, `.2` selects the direction needed here, from a negative exponent to an exponential below 1. What remains is to show −y < 0, and `linarith` gets this from the hypothesis `hy`. The rest of the proof is unchanged.

The mended proof, as a diff:

```diff
@@ -22,5 +22,5 @@
     have hE : Real.cosh y - Real.sinh y < 1 := by
       rw [Real.cosh_sub_sinh]
-      exact Real.exp_lt_one (by linarith)
+      exact Real.exp_lt_one_iff.2 (by linarith)
     rw [Real.tanh_eq_sinh_div_cosh, div_lt_div_iff₀ (by linarith) (Real.cosh_pos y)]
     nlinarith [mul_pos hy (sub_pos.2 hE)]
```
